# Pairwise transition probabilities do not in general decide error-free identification of three pure states

Q: An experimenter measures a transition probability of $1/4$ between every pair of three pure states, concludes that they are well separated, and sets out to build a detector that either names the state or reports "inconclusive", and never errs. You say the attempt may be hopeless. For two states, any transition probability below one is enough. Why should three differ?

A: Because such a detector, acting on one copy of a pure state in finite dimension and required to name each of the states with positive probability, exists exactly when the states are linearly independent, and for three states independence can depend on more than the moduli of the overlaps. Three unit vectors with all overlaps $-1/2$ are dependent, three with all overlaps $+1/2$ are independent, and both give $1/4$. For three pure states, then, a table of pairwise fidelities does not in general settle whether error-free identification is possible.

Q: Show me what stands for a state and a probability.

A: A state is a column of complex amplitudes indexed by a finite set `n` of basis labels, and a family of states $\psi_i$ is indexed by a finite set `ι`. For states $\varphi,\chi$ the bracket is $\langle\varphi|\chi\rangle=\sum_k\overline{\varphi_k}\,\chi_k$, antilinear in the first slot, and the transition probability is $|\langle\varphi|\chi\rangle|^2$. An outcome is described by a matrix $E$, its effect, and fires on a state $\psi$ with probability $\langle\psi|E|\psi\rangle$. The definition `clickProb` takes the real part, which loses nothing when $E$ is positive semidefinite.

In Lean 4 with Mathlib:

```lean
import Mathlib

open Matrix
open scoped ComplexOrder

namespace UnambiguousDiscrimination

noncomputable section

variable {ι n : Type*} [Fintype ι] [Fintype n] [DecidableEq n]

/-- The bracket `⟨φ|χ⟩` of two state vectors. -/
def braket (φ χ : n → ℂ) : ℂ := star φ ⬝ᵥ χ

/-- The transition probability `|⟨φ|χ⟩|²`. -/
def transitionProb (φ χ : n → ℂ) : ℝ := Complex.normSq (braket φ χ)

/-- The Born probability `⟨ψ|E|ψ⟩` of the effect `E` in the state `ψ`. -/
def clickProb (E : Matrix n n ℂ) (ψ : n → ℂ) : ℝ := (star ψ ⬝ᵥ E *ᵥ ψ).re
```

Q: And the detector? It must not be restricted to projective measurements.

A: It is not. `IsUnambiguous ψ E` has one effect $E_i$ per state and four conditions. Each $E_i$ is positive semidefinite. The remainder $1-\sum_iE_i$ is positive semidefinite too; it is the effect of the inconclusive outcome, so all probabilities are non-negative and add to one on every unit vector. Outcome $i$ never fires on $\psi_j$ for $j\ne i$. And it fires on $\psi_i$ with positive probability, which excludes the detector that always abstains.

```lean
/-- A measurement with positive effects `E i` and positive inconclusive effect `1 - ∑ E i`, whose
outcome `i` never occurs on `ψ j` for `j ≠ i` and occurs with positive probability on `ψ i`. -/
def IsUnambiguous (ψ : ι → n → ℂ) (E : ι → Matrix n n ℂ) : Prop :=
  (∀ i, (E i).PosSemidef) ∧ (1 - ∑ i, E i).PosSemidef ∧
    (∀ i j, i ≠ j → clickProb (E i) (ψ j) = 0) ∧ ∀ i, 0 < clickProb (E i) (ψ i)
```

Q: Nothing there normalises the states.

A: For unnormalised $\psi$, `clickProb` is the probability times $\langle\psi|\psi\rangle$, and "zero" and "positive" survive rescaling by a non-zero factor. Normalisation enters with the triples: `HasUniformGram ψ s` says $\langle\psi_i|\psi_i\rangle=1$ and $\langle\psi_i|\psi_j\rangle=s$ for $i\neq j$, with $s$ a complex number.

```lean
/-- The states are unit vectors and all overlaps between different members equal `s`. -/
def HasUniformGram (ψ : ι → n → ℂ) (s : ℂ) : Prop :=
  (∀ i, braket (ψ i) (ψ i) = 1) ∧ ∀ i j, i ≠ j → braket (ψ i) (ψ j) = s
```

The effects to be constructed have rank one. For a real number $c$ and a row $w$, `rankOne c w` is the matrix with entries $c\,\overline{w_a}\,w_b$, that is $c|w^*\rangle\langle w^*|$ with $w^*$ the conjugated column.

```lean
/-- The rank-one operator `c |w*⟩⟨w*|` built from the row vector `w`. -/
def rankOne (c : ℝ) (w : n → ℂ) : Matrix n n ℂ := (c : ℂ) • vecMulVec (star w) w
```

The explicit states depend on a real parameter $\sigma$, later $\pm1$:
$$\psi_0=\tfrac{1}{\sqrt2}(1,\sigma,0),\quad \psi_1=\tfrac{1}{\sqrt2}(0,1,\sigma),\quad \psi_2=\tfrac{1}{\sqrt2}(\sigma,0,1).$$
In `triple σ i k` the index `i` picks the state and `k` the component, both running over $0,1,2$; `amp` is $1/\sqrt2$.

```lean
/-- The amplitude `1/√2`. -/
def amp : ℝ := (Real.sqrt 2)⁻¹

/-- The real vectors `(1,σ,0)/√2`, `(0,1,σ)/√2`, `(σ,0,1)/√2` in `ℂ³`. -/
def triple (σ : ℝ) (i k : Fin 3) : ℂ :=
  (((![![amp, σ * amp, 0], ![0, amp, σ * amp], ![σ * amp, 0, amp]] :
    Fin 3 → Fin 3 → ℝ) i k : ℝ) : ℂ)
```

Q: Why does the rank-one effect use a row and not a ket?

A: The row acts without conjugation, $w\cdot x=\sum_kw_kx_k=\langle w^*|x\rangle$, which is the form a linear functional takes. For a vector $x$, the matrix gives $c\,(w\cdot x)\,w^*$ (step `h1`), and $\langle x|w^*\rangle=\overline{w\cdot x}$ (step `h2`), so the expectation value is $c\,|w\cdot x|^2$.

```lean
omit [DecidableEq n] in
/-- The expectation value of `c |w*⟩⟨w*|` in `x` is `c |w · x|²`. -/
theorem rankOne_form (c : ℝ) (w x : n → ℂ) :
    star x ⬝ᵥ rankOne c w *ᵥ x = ((c * Complex.normSq (w ⬝ᵥ x) : ℝ) : ℂ) := by
  have h1 : rankOne c w *ᵥ x = ((c : ℂ) * (w ⬝ᵥ x)) • star w := by
    ext k
    simp only [rankOne, mulVec, dotProduct, Matrix.smul_apply, vecMulVec_apply, Pi.smul_apply,
      smul_eq_mul, Finset.sum_mul, Finset.mul_sum]
    exact Finset.sum_congr rfl fun _ _ => by ring
  have h2 : star x ⬝ᵥ star w = (starRingEnd ℂ) (w ⬝ᵥ x) := by
    simp [dotProduct, mul_comm]
  rw [h1, dotProduct_smul, h2, smul_eq_mul, mul_assoc, Complex.mul_conj, Complex.ofReal_mul]
```

Q: Now the impossibility. Zero probability is a statement about one number. How does it constrain a superposition?

A: Through positivity. Write $E_i=B^\dagger B$ for some matrix $B$. Then $\langle\psi_j|E_i|\psi_j\rangle=\|B\psi_j\|^2=0$ gives $B\psi_j=0$, hence $E_i\psi_j=0$ for $j\ne i$. Suppose $\sum_jg_j\psi_j=0$ with complex coefficients $g_j$. Applying $E_i$ leaves $g_iE_i\psi_i=0$. If $E_i\psi_i$ vanished, outcome $i$ would never fire on $\psi_i$, so $g_i=0$, and this holds for every $i$. In the code `hz` is the first step, taken from Mathlib's `dotProduct_mulVec_zero_iff`; `Finset.sum_eq_single` keeps the one surviving term, and `smul_eq_zero` splits the two cases. The inconclusive effect is not used in this direction.

```lean
/-- States identified without error by some measurement are linearly independent. -/
theorem linearIndependent_of_unambiguous {ψ : ι → n → ℂ} {E : ι → Matrix n n ℂ}
    (h : IsUnambiguous ψ E) : LinearIndependent ℂ ψ := by
  obtain ⟨hE, -, hoff, hpos⟩ := h
  rw [Fintype.linearIndependent_iff]
  intro g hg i
  -- a positive effect with zero click probability annihilates the state
  have hz : ∀ j, j ≠ i → E i *ᵥ ψ j = 0 := fun j hj => by
    rw [← (hE i).dotProduct_mulVec_zero_iff]
    have h0 := (Complex.le_def.mp ((hE i).dotProduct_mulVec_nonneg (ψ j))).2
    exact Complex.ext (hoff i j hj.symm) h0.symm
  have h1 : (E i).mulVecLin (∑ j, g j • ψ j) = 0 := by rw [hg, map_zero]
  rw [map_sum] at h1
  simp only [map_smul, mulVecLin_apply] at h1
  rw [Finset.sum_eq_single i (fun j _ hj => by rw [hz j hj, smul_zero]) (by simp)] at h1
  rcases smul_eq_zero.mp h1 with h2 | h2
  · exact h2
  · have h3 := hpos i
    simp [clickProb, h2] at h3
```

Q: The converse has to produce a physical measurement, not only a dual basis.

A: The dual rows come first. Independence says that the map $a\mapsto\sum_ja_j\psi_j$ from coefficient lists to vectors is injective, so it has a linear left inverse, which sends $\psi_j$ to the $j$-th unit list. Its $i$-th component is a row $w_i$ with $w_i\cdot\psi_j=\delta_{ij}$; this is `hw`. Put $S=\sum_i\|w_i\|^2$, $c=1/(1+S)$ and $E_i=c|w_i^*\rangle\langle w_i^*|$. Then $\langle\psi_j|E_i|\psi_j\rangle=c\,\delta_{ij}$, which gives the last two conditions, and $c|w_i\cdot x|^2\ge0$ gives the first. For the inconclusive effect, Cauchy–Schwarz yields, for any $x$,
$$\sum_i\langle x|E_i|x\rangle=c\sum_i|w_i\cdot x|^2\le cS\,\|x\|^2\le\|x\|^2 .$$
The proof keeps only $0<c$ and $cS\le1$ (`hc`, `hcS`). The bound on each term is `cs`, the summed inequality is `key`, and `hH` and `hsum` supply the Hermiticity that `PosSemidef` includes. The two directions combine into an equivalence for any finite family.

```lean
/-- Linearly independent states are identified without error by some measurement. -/
theorem unambiguous_of_linearIndependent {ψ : ι → n → ℂ} (h : LinearIndependent ℂ ψ) :
    ∃ E, IsUnambiguous ψ E := by
  -- dual rows `w i · ψ j = δ i j` from a left inverse of the synthesis map
  obtain ⟨g, hg⟩ := (Finsupp.linearCombination ℂ ψ).exists_leftInverse_of_injective
    (LinearMap.ker_eq_bot.mpr h)
  obtain ⟨w, hw⟩ : ∃ w : ι → n → ℂ, ∀ i j, w i ⬝ᵥ ψ j = Finsupp.single j (1 : ℂ) i := by
    refine ⟨fun i k => ((Finsupp.lapply i).comp g : (n → ℂ) →ₗ[ℂ] ℂ)
      (fun j => if k = j then 1 else 0), fun i j => ?_⟩
    have h1 : g (ψ j) = Finsupp.single j 1 := by
      simpa using LinearMap.congr_fun hg (Finsupp.single j 1)
    have h2 := LinearMap.pi_apply_eq_sum_univ
      ((Finsupp.lapply i).comp g : (n → ℂ) →ₗ[ℂ] ℂ) (ψ j)
    rw [← h1]
    exact (Finset.sum_congr rfl fun k _ => mul_comm _ _).trans h2.symm
  obtain ⟨S, hS⟩ : ∃ S, S = ∑ i, ∑ k, Complex.normSq (w i k) := ⟨_, rfl⟩
  have hS0 : 0 ≤ S := by
    rw [hS]
    exact Finset.sum_nonneg fun _ _ => Finset.sum_nonneg fun _ _ => Complex.normSq_nonneg _
  obtain ⟨c, hc, hcS⟩ : ∃ c : ℝ, 0 < c ∧ c * S ≤ 1 :=
    ⟨1 / (1 + S), by positivity, by
      rw [one_div_mul_eq_div, div_le_iff₀ (by positivity)]; linarith⟩
  have hH : ∀ i, (rankOne c (w i)).IsHermitian := fun i => IsHermitian.ext fun a b => by
    simp only [rankOne, Matrix.smul_apply, vecMulVec_apply, Pi.star_apply, smul_eq_mul,
      Complex.star_def, map_mul, starRingEnd_self_apply, Complex.conj_ofReal]
    ring
  refine ⟨fun i => rankOne c (w i), fun i => ?_, ?_, fun i j hij => ?_, fun i => ?_⟩
  · refine PosSemidef.of_dotProduct_mulVec_nonneg (hH i) fun x => ?_
    rw [rankOne_form]
    exact Complex.zero_le_real.mpr (mul_nonneg hc.le (Complex.normSq_nonneg _))
  · have hsum : (∑ i, rankOne c (w i)).IsHermitian := by
      unfold Matrix.IsHermitian
      rw [conjTranspose_sum]
      exact Finset.sum_congr rfl fun i _ => (hH i).eq
    refine PosSemidef.of_dotProduct_mulVec_nonneg (isHermitian_one.sub hsum) fun x => ?_
    have hx : star x ⬝ᵥ x = ((∑ k, Complex.normSq (x k) : ℝ) : ℂ) := by
      rw [Complex.ofReal_sum]
      exact Finset.sum_congr rfl fun k _ => (mul_comm _ _).trans (Complex.mul_conj _)
    -- Cauchy-Schwarz bounds each conclusive probability
    have cs : ∀ i, Complex.normSq (w i ⬝ᵥ x) ≤
        (∑ k, Complex.normSq (w i k)) * ∑ k, Complex.normSq (x k) := fun i => by
      simp only [Complex.normSq_eq_norm_sq]
      have h1 : ‖w i ⬝ᵥ x‖ ≤ ∑ k, ‖w i k‖ * ‖x k‖ := by
        unfold dotProduct
        exact (norm_sum_le _ _).trans
          (le_of_eq (Finset.sum_congr rfl fun k _ => norm_mul _ _))
      exact (pow_le_pow_left₀ (norm_nonneg _) h1 2).trans
        (Finset.sum_mul_sq_le_sq_mul_sq _ _ _)
    have key : ∑ i, c * Complex.normSq (w i ⬝ᵥ x) ≤ ∑ k, Complex.normSq (x k) := by
      have hX : 0 ≤ ∑ k, Complex.normSq (x k) :=
        Finset.sum_nonneg fun _ _ => Complex.normSq_nonneg _
      have h1 := Finset.sum_le_sum fun i (_ : i ∈ Finset.univ) => cs i
      rw [← Finset.sum_mul, ← hS] at h1
      rw [← Finset.mul_sum]
      nlinarith [mul_le_mul_of_nonneg_left h1 hc.le, mul_le_mul_of_nonneg_right hcS hX]
    rw [sub_mulVec, one_mulVec, dotProduct_sub, Matrix.sum_mulVec, dotProduct_sum, hx,
      sub_nonneg]
    simp only [rankOne_form]
    exact_mod_cast key
  · simp [clickProb, rankOne_form, hw, hij]
  · simpa [clickProb, rankOne_form, hw] using hc

/-- A finite family of states admits error-free identification of each member exactly when it is
linearly independent. -/
theorem unambiguous_iff_linearIndependent (ψ : ι → n → ℂ) :
    (∃ E, IsUnambiguous ψ E) ↔ LinearIndependent ℂ ψ :=
  ⟨fun ⟨_, h⟩ => linearIndependent_of_unambiguous h, unambiguous_of_linearIndependent⟩
```

Q: So the question reduces to the Gram matrix $G_{ij}=\langle\psi_i|\psi_j\rangle$. Do the two cases.

A: With overlaps $-1/2$, expand $\|\psi_0+\psi_1+\psi_2\|^2$ into three diagonal and six cross terms: $3+6\cdot(-\tfrac12)=0$. A vector of zero norm vanishes, so the three states add to zero. The `simp only` call is that expansion.

```lean
omit [DecidableEq n] in
/-- Three unit vectors with all mutual overlaps `-1/2` add up to zero. -/
theorem sum_eq_zero_of_gram_neg_half {ψ : Fin 3 → n → ℂ} (h : HasUniformGram ψ (-1 / 2)) :
    ψ 0 + ψ 1 + ψ 2 = 0 := by
  have hd : ∀ i, star (ψ i) ⬝ᵥ ψ i = 1 := h.1
  have ho : ∀ i j, i ≠ j → star (ψ i) ⬝ᵥ ψ j = -1 / 2 := h.2
  apply dotProduct_star_self_eq_zero.mp
  simp only [star_add, add_dotProduct, dotProduct_add, hd, ho 0 1 (by decide),
    ho 0 2 (by decide), ho 1 0 (by decide), ho 1 2 (by decide), ho 2 0 (by decide),
    ho 2 1 (by decide)]
  norm_num
```

With overlaps $+1/2$, call the states $\chi_i$ and project $\sum_jg_j\chi_j=0$ on each member:
$$g_0+\tfrac12g_1+\tfrac12g_2=0,\quad \tfrac12g_0+g_1+\tfrac12g_2=0,\quad \tfrac12g_0+\tfrac12g_1+g_2=0 .$$
These are `e0`, `e1`, `e2`. Taking $\tfrac32$ of the first minus $\tfrac12$ of each of the others gives $g_0$ the coefficient $\tfrac32-\tfrac14-\tfrac14=1$, and $g_1$ and $g_2$ the coefficient $\tfrac34-\tfrac12-\tfrac14=0$, so $g_0=0$. The three `linear_combination` lines are this step and its two permutations.

```lean
omit [DecidableEq n] in
/-- Three unit vectors with all mutual overlaps `1/2` are linearly independent. -/
theorem linearIndependent_of_gram_half {χ : Fin 3 → n → ℂ} (h : HasUniformGram χ (1 / 2)) :
    LinearIndependent ℂ χ := by
  have hd : ∀ i, star (χ i) ⬝ᵥ χ i = 1 := h.1
  have ho : ∀ i j, i ≠ j → star (χ i) ⬝ᵥ χ j = 1 / 2 := h.2
  rw [Fintype.linearIndependent_iff]
  intro g hg i
  rw [Fin.sum_univ_three] at hg
  -- project the vanishing combination on each member
  have e : ∀ i, g 0 * (star (χ i) ⬝ᵥ χ 0) + g 1 * (star (χ i) ⬝ᵥ χ 1)
      + g 2 * (star (χ i) ⬝ᵥ χ 2) = 0 := fun i => by
    have h1 : star (χ i) ⬝ᵥ (g 0 • χ 0 + g 1 • χ 1 + g 2 • χ 2) = 0 := by
      rw [hg, dotProduct_zero]
    simpa only [dotProduct_add, dotProduct_smul, smul_eq_mul] using h1
  have e0 := e 0
  have e1 := e 1
  have e2 := e 2
  rw [hd, ho 0 1 (by decide), ho 0 2 (by decide)] at e0
  rw [hd, ho 1 0 (by decide), ho 1 2 (by decide)] at e1
  rw [hd, ho 2 0 (by decide), ho 2 1 (by decide)] at e2
  have g0 : g 0 = 0 := by linear_combination 3 / 2 * e0 - 1 / 2 * e1 - 1 / 2 * e2
  have g1 : g 1 = 0 := by linear_combination 3 / 2 * e1 - 1 / 2 * e0 - 1 / 2 * e2
  have g2 : g 2 = 0 := by linear_combination 3 / 2 * e2 - 1 / 2 * e0 - 1 / 2 * e1
  fin_cases i
  exacts [g0, g1, g2]
```

Q: Read me the combined statement.

A: For any two triples in the same finite-dimensional space, with uniform overlaps $-1/2$ and $+1/2$: all nine transition probabilities agree; the first triple is dependent and no family of effects satisfies `IsUnambiguous` for it; the second is independent and some family does. The coefficients $(1,1,1)$ give `hdep`, the equivalence turns each measurement claim into the matching independence claim, and the probabilities agree because $|-\tfrac12|^2=|\tfrac12|^2$ off the diagonal and both are $1$ on it.

```lean
/-- Triples of unit vectors with overlaps `-1/2` and `1/2` have the same transition probabilities,
but only the second is linearly independent and admits error-free identification. -/
theorem overlaps_do_not_decide {ψ χ : Fin 3 → n → ℂ} (hψ : HasUniformGram ψ (-1 / 2))
    (hχ : HasUniformGram χ (1 / 2)) :
    (∀ i j, transitionProb (ψ i) (ψ j) = transitionProb (χ i) (χ j)) ∧
      (¬ LinearIndependent ℂ ψ ∧ ¬ ∃ E, IsUnambiguous ψ E) ∧
      (LinearIndependent ℂ χ ∧ ∃ E, IsUnambiguous χ E) := by
  have hdep : ¬ LinearIndependent ℂ ψ := fun hli =>
    one_ne_zero (Fintype.linearIndependent_iff.mp hli (fun _ => 1) (by
      simp only [Fin.sum_univ_three, one_smul]
      exact sum_eq_zero_of_gram_neg_half hψ) 0)
  have hind := linearIndependent_of_gram_half hχ
  simp only [unambiguous_iff_linearIndependent]
  refine ⟨fun i j => ?_, ⟨hdep, hdep⟩, hind, hind⟩
  unfold transitionProb
  by_cases hij : i = j
  · subst hij
    rw [hψ.1, hχ.1]
  · rw [hψ.2 i j hij, hχ.2 i j hij, neg_div, Complex.normSq_neg]
```

Q: A sign of an overlap is a phase convention. Replace $\psi_0$ by $-\psi_0$ and it changes.

A: That flips two of the three overlaps at once. The product $\langle\psi_0|\psi_1\rangle\langle\psi_1|\psi_2\rangle\langle\psi_2|\psi_0\rangle$ is unchanged by any choice of phases, since each state appears once as a bra and once as a ket, and it equals $-1/8$ for one triple and $+1/8$ for the other. This product, like the numbers for the detector further down, is my own arithmetic and not the content of a theorem here.

Q: The statement assumes the triples. In two dimensions the second cannot exist, and the theorem says nothing.

A: Correct, three independent vectors need at least three dimensions, and the explicit vectors live in $\mathbb C^3$. Each has squared norm $(1+\sigma^2)/2$, which is $1$ for $\sigma^2=1$. Each pair shares one non-zero slot, where the entries are $1/\sqrt2$ and $\sigma/\sqrt2$, so the overlap is $\sigma/2$. The proof runs through the index values with `fin_cases` and closes each case from `hr`, $(1/\sqrt2)^2=1/2$, together with `hs`, $\sigma^2=1$, on the diagonal.

```lean
/-- For `σ² = 1` the vectors `triple σ` have unit norm and mutual overlaps `σ/2`. -/
theorem triple_gram_witness {σ : ℝ} (hσ : σ ^ 2 = 1) :
    HasUniformGram (triple σ) ((σ : ℂ) / 2) := by
  have hs : (σ : ℂ) ^ 2 = 1 := by exact_mod_cast hσ
  have ha : amp * amp = 1 / 2 := by
    unfold amp
    rw [← mul_inv, Real.mul_self_sqrt (by norm_num)]
    norm_num
  have hr : (amp : ℂ) * amp = 1 / 2 := by
    rw [← Complex.ofReal_mul, ha]
    norm_num
  refine ⟨fun i => ?_, fun i j hij => ?_⟩
  · fin_cases i <;> simp [braket, triple, dotProduct, Fin.sum_univ_three] <;>
      linear_combination (1 + (σ : ℂ) ^ 2) * hr + 1 / 2 * hs
  · fin_cases i <;> fin_cases j <;> first
      | exact absurd rfl hij
      | (simp [braket, triple, dotProduct, Fin.sum_univ_three]
         linear_combination (σ : ℂ) * hr)
```

The final theorem sets $\sigma=-1$ and $\sigma=1$, records that all components are real and that the Gram conditions hold, and applies `overlaps_do_not_decide`.

```lean
/-- The real triples `triple (-1)` and `triple 1` in `ℂ³` have overlaps `-1/2` and `1/2` and equal
transition probabilities; only the second is independent and identifiable without error. -/
theorem counterexample :
    (∀ σ i k, (triple σ i k).im = 0) ∧
      HasUniformGram (triple (-1)) (-1 / 2) ∧ HasUniformGram (triple 1) (1 / 2) ∧
      (∀ i j, transitionProb (triple (-1) i) (triple (-1) j)
        = transitionProb (triple 1 i) (triple 1 j)) ∧
      (¬ LinearIndependent ℂ (triple (-1)) ∧ ¬ ∃ E, IsUnambiguous (triple (-1)) E) ∧
      (LinearIndependent ℂ (triple 1) ∧ ∃ E, IsUnambiguous (triple 1) E) := by
  have h1 := triple_gram_witness (σ := -1) (by norm_num)
  have h2 := triple_gram_witness (σ := 1) (by norm_num)
  rw [Complex.ofReal_neg, Complex.ofReal_one] at h1
  rw [Complex.ofReal_one] at h2
  exact ⟨fun _ _ _ => Complex.ofReal_im _, h1, h2, overlaps_do_not_decide h1 h2⟩

end

end UnambiguousDiscrimination
```

```lean
#print axioms UnambiguousDiscrimination.overlaps_do_not_decide
#print axioms UnambiguousDiscrimination.counterexample
```

```
'UnambiguousDiscrimination.overlaps_do_not_decide' depends on axioms: [propext, Classical.choice, Quot.sound]
'UnambiguousDiscrimination.counterexample' depends on axioms: [propext, Classical.choice, Quot.sound]
```

Q: Give me numbers. What does the detector look like?

A: For $\sigma=-1$, $(1,-1,0)+(0,1,-1)+(-1,0,1)=0$: the three unit vectors lie at $120^\circ$ to each other in the plane orthogonal to $(1,1,1)$. A positive effect that never fires on $\psi_1$ and $\psi_2$ annihilates both, hence also $\psi_0=-\psi_1-\psi_2$.

For $\sigma=1$ the states form a basis and the dual rows are
$$w_0=\tfrac1{\sqrt2}(1,1,-1),\quad w_1=\tfrac1{\sqrt2}(-1,1,1),\quad w_2=\tfrac1{\sqrt2}(1,-1,1).$$
For instance $w_0\cdot\psi_0=(1+1)/2=1$ and $w_0\cdot\psi_1=w_0\cdot\psi_2=(1-1)/2=0$. Each $\|w_i\|^2$ is $3/2$, so $S=9/2$ and $c=2/11$. Each state is named with probability $2/11$ and left inconclusive with probability $9/11$. The matrix $\sum_i|w_i^*\rangle\langle w_i^*|$ has $3/2$ on the diagonal and $-1/2$ elsewhere, with eigenvalues $\tfrac12,2,2$, so the inconclusive effect has eigenvalues $\tfrac{10}{11},\tfrac7{11},\tfrac7{11}$.

Q: That is a poor detector.

A: It is. With largest eigenvalue $2$, the same rows would tolerate any $c$ up to $1/2$. The theorems claim a positive success probability for each member and nothing about its size, an optimum or prior weights. They also leave aside mixed states, infinite dimension, post-measurement states, and detectors that tolerate a small error rate. The impossibility is for a single copy of the unknown state: a measurement on several copies acts on product vectors, which form a different family with different overlaps.
